# The commutator [O(h), O(k)] = O(hk − kh) and conservation of one-body operators for independent gl(n) generators

## Two orbitals

Take orbitals 0 and 1 with energies ε₀, ε₁, and let E_pq move a particle from orbital q to orbital p, as a†_p a_q does with creation operators a† and annihilation operators a. Writing [X, Y] = XY − YX and δ for the Kronecker delta, these operators obey

    [E_pq, E_rs] = δ_qr E_ps − δ_sp E_rq.

This gives [E₀₀, E₀₁] = E₀₁ and [E₁₁, E₀₁] = −E₀₁, so for H = ε₀E₀₀ + ε₁E₁₁

    [H, E₀₁] = (ε₀ − ε₁) E₀₁.

The matrices h = diag(ε₀, ε₁) and k, whose only nonzero entry is k₀₁ = 1, satisfy hk − kh = (ε₀ − ε₁)k. The operator commutator copies the matrix commutator, and a nonzero E₀₁ commutes with H exactly when the levels are degenerate.

## The commutator for any finite orbital set

For a complex matrix h indexed by orbitals define

    O(h) = ∑_pq h_pq E_pq.

For a second matrix k, each delta removes one sum:

    [E_pq, O(k)] = ∑_rs k_rs (δ_qr E_ps − δ_sp E_rq) = ∑_s k_qs E_ps − ∑_r k_rp E_rq.

Multiply by h_pq, sum over p and q, and collect the inner sums into matrix products:

    [O(h), O(k)] = ∑_ps (∑_q h_pq k_qs) E_ps − ∑_rq (∑_p k_rp h_pq) E_rq = O(hk − kh).

If the E_pq are linearly independent, O(m) = 0 forces every entry of a matrix m to vanish. With m = hk − kh, the operators O(h) and O(k) commute exactly when hk = kh. For h = diag(ε), with ε_p the orbital energies,

    (hk − kh)_pq = (ε_p − ε_q) k_pq,

so they commute exactly when k_pq = 0 for all pairs with ε_p ≠ ε_q.

## Conservation in time

With ħ = 1, an operator K evolves under a Hamiltonian H for real time t as

    K(t) = exp(itH) K exp(−itH).

If K(t) = K for all t, the derivative at t = 0, which is i(HK − KH), vanishes. Conversely, if HK = KH then K commutes with the power series exp(itH), and K(t) = K exp(itH) exp(−itH) = K. Setting H = O(h) and K = O(k) gives the result: for independent generators, O(k) is constant in time exactly when hk = kh. For non-interacting electrons in a finite orbital basis, on a space of states where the E_pq are linearly independent, the search for conserved one-body quantities thus reduces from many-electron operators to orbital matrices.

## Hypotheses and their physical content

The type `n` indexes the orbitals and `A` is the complex algebra of operators. `IsGLGenerators E` is the commutation relation above; it is assumed, not derived from anticommutation rules. `oneBody E h` is O(h), and `heisenberg H K t` is K(t). The hypothesis `li` says that no nonzero orbital matrix acts as the zero operator on the space of states. `oneBody_commutator` holds without it, and `oneBody_conserved_iff` reads: given `hE` and `li`, O(k)(t) = O(k) for every real t if and only if `Commute h k`.

The dynamical theorems take `A` to be a complete normed algebra, so the exponential series converges; unbounded operators, such as boson operators on the full Fock space, are excluded. No adjoint appears: h, k and ε are arbitrary complex data, which includes the Hermitian h and k of physical Hamiltonians and observables without singling them out. Two-electron terms and time-dependent h are not treated.

In Lean 4 with Mathlib:

```lean
import Mathlib

open NormedSpace Complex

namespace OneBodyConservation

noncomputable section

variable {n : Type*} [Fintype n] [DecidableEq n]

/-- The gl(n) commutation relations `[E_pq, E_rs] = δ_qr E_ps - δ_sp E_rq`. -/
def IsGLGenerators {A : Type*} [Ring A] (E : n → n → A) : Prop :=
  ∀ p q r s, E p q * E r s - E r s * E p q
    = (if q = r then E p s else 0) - (if s = p then E r q else 0)

/-- The one-body operator `O(h) = ∑ h_pq E_pq` built from an orbital matrix `h`. -/
def oneBody {A : Type*} [Ring A] [Algebra ℂ A] (E : n → n → A) (h : Matrix n n ℂ) : A :=
  ∑ p, ∑ q, h p q • E p q

section Algebraic

variable {A : Type*} [Ring A] [Algebra ℂ A] {E : n → n → A}

/-- Commutator of one generator with a one-body operator:
`[E_pq, O(k)] = ∑_s k_qs E_ps - ∑_r k_rp E_rq`. -/
theorem generator_commutator (hE : IsGLGenerators E) (k : Matrix n n ℂ) (p q : n) :
    E p q * oneBody E k - oneBody E k * E p q
      = ∑ s, k q s • E p s - ∑ r, k r p • E r q := by
  have h' : ∀ r s, E p q * E r s - E r s * E p q
      = (if q = r then E p s else 0) - (if s = p then E r q else 0) := hE p q
  calc E p q * oneBody E k - oneBody E k * E p q
      = ∑ r, ∑ s, k r s • (E p q * E r s - E r s * E p q) := by
        simp only [oneBody, Finset.mul_sum, Finset.sum_mul, mul_smul_comm, smul_mul_assoc,
          smul_sub, Finset.sum_sub_distrib]
    _ = (∑ r, ∑ s, if q = r then k r s • E p s else 0)
          - ∑ r, ∑ s, if s = p then k r s • E r q else 0 := by
        simp_rw [h']
        simp only [smul_sub, smul_ite, smul_zero, Finset.sum_sub_distrib]
    _ = ∑ s, k q s • E p s - ∑ r, k r p • E r q := by
        -- the Kronecker deltas collapse one sum in each term
        congr 1
        · rw [Finset.sum_comm]
          simp
        · simp

/-- The commutator of two one-body operators is the one-body operator of the matrix
commutator: `[O(h), O(k)] = O(hk - kh)`. -/
theorem oneBody_commutator (hE : IsGLGenerators E) (h k : Matrix n n ℂ) :
    oneBody E h * oneBody E k - oneBody E k * oneBody E h = oneBody E (h * k - k * h) := by
  -- expand `O(h)` only
  have expand : ∀ K : A, oneBody E h * K - K * oneBody E h
      = ∑ p, ∑ q, h p q • (E p q * K - K * E p q) := by
    intro K
    simp only [oneBody, Finset.mul_sum, Finset.sum_mul, mul_smul_comm, smul_mul_assoc,
      smul_sub, Finset.sum_sub_distrib]
  rw [expand]
  simp only [generator_commutator hE]
  simp only [oneBody, smul_sub, Finset.smul_sum, smul_smul, Finset.sum_sub_distrib,
    Matrix.sub_apply, Matrix.mul_apply, sub_smul, Finset.sum_smul]
  -- reorder the sums to recognise the matrix products `hk` and `kh`
  congr 1
  · exact Finset.sum_congr rfl fun p _ => Finset.sum_comm
  · rw [Finset.sum_comm]
    conv_rhs => rw [Finset.sum_comm]
    refine Finset.sum_congr rfl fun q _ => ?_
    rw [Finset.sum_comm]
    refine Finset.sum_congr rfl fun r _ => Finset.sum_congr rfl fun p _ => ?_
    rw [mul_comm]

omit [DecidableEq n] in
/-- For linearly independent `E_pq`, the operator `O(h)` vanishes exactly when `h = 0`. -/
theorem oneBody_eq_zero_iff (li : LinearIndependent ℂ fun x : n × n => E x.1 x.2)
    (h : Matrix n n ℂ) : oneBody E h = 0 ↔ h = 0 := by
  constructor
  · intro h0
    ext p q
    exact Fintype.linearIndependent_iff.mp li (fun x => h x.1 x.2)
      (by rw [Fintype.sum_prod_type]; exact h0) (p, q)
  · rintro rfl
    simp [oneBody]

/-- For linearly independent gl(n) generators, `O(h)` and `O(k)` commute exactly when the
matrices `h` and `k` commute. -/
theorem commute_oneBody_iff (hE : IsGLGenerators E)
    (li : LinearIndependent ℂ fun x : n × n => E x.1 x.2) (h k : Matrix n n ℂ) :
    Commute (oneBody E h) (oneBody E k) ↔ Commute h k := by
  change oneBody E h * oneBody E k = oneBody E k * oneBody E h ↔ h * k = k * h
  rw [← sub_eq_zero, oneBody_commutator hE, oneBody_eq_zero_iff li, sub_eq_zero]

/-- For linearly independent gl(n) generators and a diagonal Hamiltonian with orbital energies
`ε`, `O(k)` commutes with it exactly when `k_pq = 0` for all orbitals with `ε_p ≠ ε_q`. -/
theorem commute_diagonal_iff (hE : IsGLGenerators E)
    (li : LinearIndependent ℂ fun x : n × n => E x.1 x.2) (ε : n → ℂ) (k : Matrix n n ℂ) :
    Commute (oneBody E (Matrix.diagonal ε)) (oneBody E k)
      ↔ ∀ p q, ε p ≠ ε q → k p q = 0 := by
  rw [commute_oneBody_iff hE li]
  constructor
  · intro hc p q hne
    have h1 := congrFun (congrFun hc.eq p) q
    rw [Matrix.diagonal_mul, Matrix.mul_diagonal] at h1
    have h2 : (ε p - ε q) * k p q = 0 := by linear_combination h1
    exact (mul_eq_zero.mp h2).resolve_left (sub_ne_zero.mpr hne)
  · intro hk
    change Matrix.diagonal ε * k = k * Matrix.diagonal ε
    ext p q
    rw [Matrix.diagonal_mul, Matrix.mul_diagonal]
    by_cases hpq : ε p = ε q
    · rw [hpq, mul_comm]
    · rw [hk p q hpq, mul_zero, zero_mul]

end Algebraic

section Dynamics

variable {A : Type*} [NormedRing A] [NormedAlgebra ℂ A] [CompleteSpace A]

/-- The Heisenberg-picture operator `K(t) = exp(itH) K exp(-itH)` at real time `t`. -/
def heisenberg (H K : A) (t : ℝ) : A :=
  exp (t • (I • H)) * K * exp (-(t • (I • H)))

/-- In a complex Banach algebra, `K(t) = K` at all times exactly when `K` commutes with the
Hamiltonian `H`. -/
theorem heisenberg_const_iff (H K : A) : (∀ t, heisenberg H K t = K) ↔ Commute H K := by
  constructor
  · intro h
    -- differentiate `K(t)` at `t = 0`
    have h1 := ((hasDerivAt_exp_smul_const (𝕂 := ℝ) (I • H) 0).mul_const K).fun_mul
      (hasDerivAt_exp_smul_const (𝕂 := ℝ) (-(I • H)) 0)
    have h2 : HasDerivAt (fun t : ℝ => exp (t • (I • H)) * K * exp (t • (-(I • H)))) 0 0 := by
      have hc : (fun t : ℝ => exp (t • (I • H)) * K * exp (t • (-(I • H)))) = fun _ => K := by
        funext t
        rw [smul_neg]
        exact h t
      rw [hc]
      exact hasDerivAt_const _ _
    have h3 := h1.unique h2
    simp only [zero_smul, NormedSpace.exp_zero, one_mul, mul_one, mul_neg] at h3
    have h4 : Commute (I • H) K := add_neg_eq_zero.mp h3
    have h5 := h4.smul_left (-I)
    rwa [smul_smul, show -I * I = 1 by simp, one_smul] at h5
  · intro h t
    let ratAlg : NormedAlgebra ℚ A := NormedAlgebra.restrictScalars ℚ ℂ A
    -- `K` passes through the exponential, and the two exponentials cancel
    have hc : Commute (exp (t • (I • H))) K := ((h.smul_left I).smul_left t).exp_left
    rw [heisenberg, hc.eq, mul_assoc, ← exp_add_of_commute (Commute.refl _).neg_right,
      add_neg_cancel, NormedSpace.exp_zero, mul_one]

/-- For linearly independent gl(n) generators in a complex Banach algebra, `O(k)` is constant
under the Heisenberg evolution generated by `O(h)` exactly when `h` and `k` commute. -/
theorem oneBody_conserved_iff {E : n → n → A} (hE : IsGLGenerators E)
    (li : LinearIndependent ℂ fun x : n × n => E x.1 x.2) (h k : Matrix n n ℂ) :
    (∀ t, heisenberg (oneBody E h) (oneBody E k) t = oneBody E k) ↔ Commute h k := by
  rw [heisenberg_const_iff, commute_oneBody_iff hE li]

end Dynamics

/-- The matrix units are linearly independent gl(n) generators, and for them `O(h) = h`. -/
theorem matrixUnits_witness :
    IsGLGenerators (fun p q : n => Matrix.single p q (1 : ℂ))
      ∧ (LinearIndependent ℂ fun x : n × n => Matrix.single x.1 x.2 (1 : ℂ))
      ∧ ∀ h : Matrix n n ℂ, oneBody (fun p q : n => Matrix.single p q (1 : ℂ)) h = h := by
  have hmul : ∀ p q r s : n, Matrix.single p q (1 : ℂ) * Matrix.single r s (1 : ℂ)
      = if q = r then Matrix.single p s 1 else 0 := by
    intro p q r s
    by_cases hqr : q = r
    · subst hqr
      simp
    · simp [hqr]
  have hO : ∀ h : Matrix n n ℂ,
      oneBody (fun p q : n => Matrix.single p q (1 : ℂ)) h = h := by
    intro h
    simp only [oneBody, Matrix.smul_single, smul_eq_mul, mul_one]
    exact (Matrix.matrix_eq_sum_single h).symm
  refine ⟨fun p q r s => by simp only [hmul], ?_, hO⟩
  refine Fintype.linearIndependent_iff.mpr fun g hg x => ?_
  rw [Fintype.sum_prod_type] at hg
  have h0 : (Matrix.of fun p q => g (p, q)) = 0 := (hO _).symm.trans hg
  exact congrFun (congrFun h0 x.1) x.2

/-- The scalars `E_pq = δ_pq` obey the gl(2) relations, and for them `O(h)` and `O(k)` commute
for the non-commuting matrices `h = !![0, 1; 0, 0]` and `k = !![0, 0; 1, 0]`. -/
theorem independence_needed :
    IsGLGenerators (fun p q : Fin 2 => if p = q then (1 : ℂ) else 0)
      ∧ Commute (oneBody (fun p q : Fin 2 => if p = q then (1 : ℂ) else 0) !![0, 1; 0, 0])
          (oneBody (fun p q : Fin 2 => if p = q then (1 : ℂ) else 0) !![0, 0; 1, 0])
      ∧ ¬ Commute (!![0, 1; 0, 0] : Matrix (Fin 2) (Fin 2) ℂ) !![0, 0; 1, 0] := by
  refine ⟨fun p q r s => ?_, Commute.all _ _, fun h => ?_⟩
  · fin_cases p <;> fin_cases q <;> fin_cases r <;> fin_cases s <;> simp
  · have h0 := congrFun (congrFun h.eq 0) 0
    simp [Matrix.mul_apply, Fin.sum_univ_succ] at h0

end

end OneBodyConservation
```

```lean
#print axioms OneBodyConservation.oneBody_commutator
-- 'OneBodyConservation.oneBody_commutator' depends on axioms: [propext, Classical.choice, Quot.sound]
#print axioms OneBodyConservation.commute_diagonal_iff
-- 'OneBodyConservation.commute_diagonal_iff' depends on axioms: [propext, Classical.choice, Quot.sound]
#print axioms OneBodyConservation.oneBody_conserved_iff
-- 'OneBodyConservation.oneBody_conserved_iff' depends on axioms: [propext, Classical.choice, Quot.sound]
#print axioms OneBodyConservation.independence_needed
-- 'OneBodyConservation.independence_needed' depends on axioms: [propext, Classical.choice, Quot.sound]
```

## From the delta sums to the dynamics

`generator_commutator` follows the first line of the derivation in a three-step `calc`: expand O(k), insert the relations, collapse the deltas. In `oneBody_commutator`, `expand` opens only O(h), the previous lemma is substituted, and `Finset.sum_comm` reorders the sums into hk and kh. `oneBody_eq_zero_iff` applies independence to the coefficients h_pq, and `commute_oneBody_iff` chains the two results. In `commute_diagonal_iff`, `h2` is the equation (ε_p − ε_q)k_pq = 0.

In `heisenberg_const_iff`, `h1` is the product rule at t = 0, `h2` says a constant has derivative zero, `h1.unique h2` equates the two, and `h5` removes the factor i by multiplying with −i. The converse moves K through the exponential by `hc` and cancels the exponentials with `exp_add_of_commute`. The main theorem is then two rewrites.

## With and without independence

`matrixUnits_witness` shows that the matrices with a single entry 1 at position (p, q) are independent generators with O(h) = h, the one-particle picture. `independence_needed` takes the scalars E_pq = δ_pq for two orbitals: the relations hold and O(h), O(k) commute, although h with only h₀₁ = 1 and k with only k₁₀ = 1 do not, since (hk)₀₀ = 1 and (kh)₀₀ = 0.

## A concrete Fock space instead of abstract generators

An alternative model defines E_pq = a†_p a_q on the fermionic Fock space of finitely many spin orbitals. The relations and independence would then be lemmas, not hypotheses, but the result would be tied to one representation, whereas the abstract form applies to any family satisfying `hE` and `li`. Restricting to fixed particle number would need care: with all spin orbitals occupied, a†_p a_q acts as δ_pq, the scalar family above. These Fock-space identifications are physical commentary and are not among the theorems proved above.
